# A functional differentiable at a one-electron point cannot equal the flat plane of a one-orbital site with a nonzero gap

Take a site with one orbital and spin occupations $n_\uparrow, n_\downarrow \in [0,1]$. The pairs $n = (n_\uparrow, n_\downarrow)$ fill the spin square, and $N = n_\uparrow + n_\downarrow$ is the electron number. The energies with zero, one and two electrons are $E_0$, $E_1$ and $E_2$. The one-electron energy is taken to be the same for both spins, as it is without a magnetic field. The flat plane is

$$
f(n) = \begin{cases} E_0 + N\,(E_1 - E_0), & N \le 1,\\ E_1 + (N-1)(E_2 - E_1), & N > 1. \end{cases}
$$

It stands for two properties of the exact energy: mixtures of the degenerate spin-up and spin-down states all cost $E_1$, and the energy is linear in $N$ between integers. The two planar parts meet on the seam $N = 1$, whose points in the square are $p = (a, 1-a)$ with $0 \le a \le 1$.

The gap is the ionization energy minus the electron affinity of the one-electron site,

$$
\Delta = (E_0 - E_1) - (E_1 - E_2) = E_0 + E_2 - 2E_1 .
$$

For an isolated Hubbard site with $E_0 = 0$, $E_1 = \varepsilon$ and $E_2 = 2\varepsilon + U$, it equals the repulsion $U$. The flat plane is the lowest energy of a mixture with the given occupations when $\Delta \ge 0$. For $\Delta < 0$ it is not, because an equal mixture of the empty and the doubly occupied site then lies below $E_1$. The theorems hold for either sign. The Dudarev correction for one orbital is $\frac{U}{2}\sum_\sigma n_\sigma(1 - n_\sigma)$. From here on, $U$ is the parameter of this correction, which can be chosen freely and need not equal the Hubbard repulsion.

## Exact agreement requires a zero gap, but the error can be made small

Fix any seam point $p$ in the square, endpoints included. A function $F$ that is differentiable at $p$ and equals $f$ on the whole square exists if and only if $\Delta = 0$.

If $\Delta \neq 0$, adding a Dudarev correction to a functional differentiable at $p$ therefore never gives the flat plane, whatever the value of $U$. Approximation is still possible. For every width $\delta > 0$, the function

$$
f_\delta(n) = E_0 + N(E_1 - E_0) + \Delta\,\frac{(N-1) + \sqrt{(N-1)^2 + \delta^2}}{2}
$$

is differentiable everywhere and satisfies $|f_\delta - f| \le |\Delta|\,\delta/2$.

## Occupation potentials and fitted corrections

In DFT+U, the correction's contribution to the potential on the orbital is obtained by differentiating the correction energy with respect to the occupations. The derivative of the flat plane with respect to either occupation is $E_1 - E_0$ below the seam and $E_2 - E_1$ above it, a jump of $\Delta$. The Dudarev term contributes $\frac{U}{2}(1 - 2n_\sigma)$, which is continuous and cannot supply the jump.

This matters when a correction is fitted to flat-plane data. In this one-orbital model, with the energy treated as a function of the two occupations alone, no ansatz for the total energy that is differentiable at a seam point brings the residual to zero on the whole square when $\Delta \neq 0$. Exact agreement on the whole square requires an ansatz that is non-differentiable at every seam point in the square, for instance one containing $\max(0, N-1)$. A zero residual on finitely many data points does not show such agreement: the smooth function $E_0 + N(E_1 - E_0) + \Delta\,n_\uparrow n_\downarrow$ matches all four corners exactly. Over the whole square, an ansatz differentiable at some seam point can at best meet a nonzero tolerance. With the rounded form, a tolerance $\eta > 0$ is met by $\delta = 2\eta/|\Delta|$. The largest error falls on the seam itself, so the two one-electron corners are shifted as well.

## Four slopes at one seam point

**Separating the kink.** Below the seam, $\max(0, N-1) = 0$. Above it, $E_0 + N(E_1 - E_0) = E_1 + (N-1)(E_1 - E_0)$, and adding $\Delta(N-1)$ turns the slope into $E_2 - E_1$. In both cases

$$
f(n) = E_0 + N(E_1 - E_0) + \Delta \max(0, N-1).
$$

**Rays from the seam.** Let $v$ be any point with electron number $N_v$, and put $x = N_v - 1$. The point $p + t(v - p)$ has electron number $1 + tx$. For $t \ge 0$ we have $\max(0, tx) = t\max(0, x)$, so

$$
f(p + t(v-p)) = E_1 + t\,\bigl[x(E_1 - E_0) + \Delta\max(0,x)\bigr] = E_1 + t\,\bigl(f(v) - E_1\bigr).
$$

The last step uses the same formula at $t = 1$.

**Directional derivatives.** Suppose $F$ equals $f$ on the square and is differentiable at $p$. For $v$ in the square, the segment from $p$ to $v$ stays in the square, because the square is convex. Hence

$$
DF(p)[v - p] = \lim_{t \to 0^+} \frac{F(p + t(v-p)) - F(p)}{t} = f(v) - E_1 .
$$

**The corners.** Towards $(0,0)$ the derivative is $E_0 - E_1$, towards $(1,1)$ it is $E_2 - E_1$, and towards $(1,0)$ and $(0,1)$ it is zero. The two diagonals of the square share a midpoint, so

$$
[(0,0) - p] + [(1,1) - p] = [(1,0) - p] + [(0,1) - p].
$$

The derivative is linear in the direction. Applying it to both sides gives $(E_0 - E_1) + (E_2 - E_1) = 0$, that is, $\Delta = 0$. Conversely, if $\Delta = 0$, the flat plane is $E_0 + N(E_1 - E_0)$, which is differentiable everywhere.

**Dudarev and the bare kink.** The Dudarev term is a polynomial. Added to a functional differentiable at $p$, it leaves a functional differentiable at $p$, and the result above applies to the sum. For $E_0 = E_1 = 0$ and $E_2 = 1$, the flat plane is $\max(0, N-1)$ and $\Delta = 1$. No function differentiable at $(1/2, 1/2)$ therefore equals this kink on the square.

**The rounded plane.** Now let $x = N - 1$. Since $\max(0,x) = (x + |x|)/2$,

$$
f_\delta - f = \frac{\Delta}{2}\left(\sqrt{x^2 + \delta^2} - |x|\right).
$$

From $x^2 \le x^2 + \delta^2 \le (|x| + \delta)^2$, the bracket lies between $0$ and $\delta$, which gives the bound. The radicand is at least $\delta^2 > 0$, so the root is differentiable.

**The same argument for fractional charge.** Let $G(N)$ equal the piecewise linear energy through $E_0$, $E_1$, $E_2$ on $[0,2]$, and let $G$ be differentiable at $N = 1$. The slope from the left is $E_1 - E_0$ and the slope from the right is $E_2 - E_1$. They must agree, so again $\Delta = 0$. This one-variable version is derived here by hand only.

## The Lean file

```lean
import Mathlib

open Set

namespace FractionalSpinFlatPlane

noncomputable section

/-- The square of spin occupations `(n↑, n↓)` of one orbital, each between 0 and 1. -/
def spinSquare : Set (ℝ × ℝ) := Icc (0 : ℝ) 1 ×ˢ Icc (0 : ℝ) 1

/-- The flat-plane energy of one orbital whose energies with zero, one and two electrons
are `E0`, `E1` and `E2`: linear in the electron number on each side of `n↑ + n↓ = 1`. -/
def flatPlane (E0 E1 E2 : ℝ) (n : ℝ × ℝ) : ℝ :=
  if n.1 + n.2 ≤ 1 then E0 + (n.1 + n.2) * (E1 - E0)
  else E1 + (n.1 + n.2 - 1) * (E2 - E1)

/-- The gap of the one-electron site: ionization energy `E0 - E1` minus electron
affinity `E1 - E2`. -/
def gap (E0 E1 E2 : ℝ) : ℝ := E0 + E2 - 2 * E1

/-- The Dudarev correction `(U/2) ∑ n (1 - n)`, summed over the two spins of one orbital. -/
def dudarev (U : ℝ) (n : ℝ × ℝ) : ℝ :=
  U / 2 * (n.1 * (1 - n.1) + n.2 * (1 - n.2))

/-- The flat plane with its kink rounded over a width `δ` in the electron number. -/
def roundedPlane (E0 E1 E2 δ : ℝ) (n : ℝ × ℝ) : ℝ :=
  E0 + (n.1 + n.2) * (E1 - E0) +
    gap E0 E1 E2 * ((n.1 + n.2 - 1 + √((n.1 + n.2 - 1) ^ 2 + δ ^ 2)) / 2)

/-- The flat plane is a linear function of the electron number plus the gap times
`max(0, n↑ + n↓ - 1)`. -/
theorem flatPlane_eq (E0 E1 E2 : ℝ) (n : ℝ × ℝ) :
    flatPlane E0 E1 E2 n =
      E0 + (n.1 + n.2) * (E1 - E0) + gap E0 E1 E2 * max 0 (n.1 + n.2 - 1) := by
  unfold flatPlane gap
  split_ifs with h
  · rw [max_eq_left (by linarith)]
    ring
  · rw [max_eq_right (by linarith [not_le.mp h])]
    ring

/-- Along every ray that leaves a point of the seam `n↑ + n↓ = 1`, the flat-plane energy
is linear. -/
theorem flatPlane_ray (E0 E1 E2 a : ℝ) (v : ℝ × ℝ) {t : ℝ} (ht : 0 ≤ t) :
    flatPlane E0 E1 E2 ((a, 1 - a) + t • (v - (a, 1 - a))) =
      E1 + t * (flatPlane E0 E1 E2 v - E1) := by
  have hs : ((a, 1 - a) + t • (v - (a, 1 - a))).1 + ((a, 1 - a) + t • (v - (a, 1 - a))).2
      = 1 + t * (v.1 + v.2 - 1) := by
    simp only [Prod.fst_add, Prod.snd_add, Prod.smul_fst, Prod.smul_snd, Prod.fst_sub,
      Prod.snd_sub, smul_eq_mul]
    ring
  have hm : max 0 (t * (v.1 + v.2 - 1)) = t * max 0 (v.1 + v.2 - 1) := by
    rw [mul_max_of_nonneg _ _ ht, mul_zero]
  rw [flatPlane_eq, flatPlane_eq, hs,
    show 1 + t * (v.1 + v.2 - 1) - 1 = t * (v.1 + v.2 - 1) by ring, hm]
  unfold gap
  ring

/-- If a functional is differentiable at `p` and linear with slope `c` on a segment that
starts at `p` in direction `d`, its derivative at `p` in that direction is `c`. -/
theorem slope_along_ray {F : ℝ × ℝ → ℝ} {p d : ℝ × ℝ} {c : ℝ}
    (hF : DifferentiableAt ℝ F p)
    (h : ∀ t ∈ Icc (0 : ℝ) 1, F (p + t • d) = F p + t * c) :
    fderiv ℝ F p d = c := by
  have hline : HasDerivAt (fun t : ℝ => p + t • d) d 0 :=
    (((hasDerivAt_id (0 : ℝ)).smul_const d).const_add p).congr_deriv (one_smul ℝ d)
  have hF' : HasFDerivAt F (fderiv ℝ F p) (p + (0 : ℝ) • d) := by
    rw [zero_smul, add_zero]
    exact hF.hasFDerivAt
  have hcomp : HasDerivAt (fun t : ℝ => F (p + t • d)) (fderiv ℝ F p d) 0 :=
    hF'.comp_hasDerivAt (0 : ℝ) hline
  have h0 : HasDerivAt (fun t : ℝ => F p + t * c) c 0 :=
    (((hasDerivAt_id (0 : ℝ)).mul_const c).const_add (F p)).congr_deriv (one_mul c)
  have hlin : HasDerivWithinAt (fun t : ℝ => F (p + t • d)) c (Icc 0 1) 0 :=
    h0.hasDerivWithinAt.congr h (h 0 (by simp))
  -- a one-sided derivative is unique
  exact UniqueDiffWithinAt.eq_deriv _
    (uniqueDiffOn_Icc (zero_lt_one : (0 : ℝ) < 1) 0 (by simp)) hcomp.hasDerivWithinAt hlin

/-- If a functional equals the flat plane on the spin square and is differentiable at one
point of the seam `n↑ + n↓ = 1` in the square, then the gap is zero. -/
theorem gap_eq_zero {E0 E1 E2 a : ℝ} {F : ℝ × ℝ → ℝ} (ha : a ∈ Icc (0 : ℝ) 1)
    (hF : DifferentiableAt ℝ F (a, 1 - a))
    (hflat : ∀ n ∈ spinSquare, F n = flatPlane E0 E1 E2 n) : gap E0 E1 E2 = 0 := by
  have hmem : (a, 1 - a) ∈ spinSquare :=
    ⟨ha, ⟨by linarith [ha.2], by linarith [ha.1]⟩⟩
  have hconv : Convex ℝ spinSquare := (convex_Icc 0 1).prod (convex_Icc 0 1)
  have hp : F (a, 1 - a) = E1 := by
    rw [hflat _ hmem]
    simp [flatPlane]
  have slope : ∀ v ∈ spinSquare,
      fderiv ℝ F (a, 1 - a) (v - (a, 1 - a)) = flatPlane E0 E1 E2 v - E1 := by
    intro v hv
    apply slope_along_ray hF
    intro t ht
    rw [hp, hflat _ (hconv.add_smul_sub_mem hmem hv ht), flatPlane_ray _ _ _ _ _ ht.1]
  -- the two diagonals of the square have the same midpoint
  have hsum : fderiv ℝ F (a, 1 - a) ((0, 0) - (a, 1 - a))
      + fderiv ℝ F (a, 1 - a) ((1, 1) - (a, 1 - a))
      = fderiv ℝ F (a, 1 - a) ((1, 0) - (a, 1 - a))
      + fderiv ℝ F (a, 1 - a) ((0, 1) - (a, 1 - a)) := by
    rw [← map_add, ← map_add]
    congr 1
    refine Prod.ext ?_ ?_
    · simp only [Prod.mk_sub_mk, Prod.mk_add_mk]
      ring
    · simp only [Prod.mk_sub_mk, Prod.mk_add_mk]
  rw [slope (0, 0) (by norm_num [spinSquare]), slope (1, 1) (by norm_num [spinSquare]),
    slope (1, 0) (by norm_num [spinSquare]), slope (0, 1) (by norm_num [spinSquare])] at hsum
  have e00 : flatPlane E0 E1 E2 (0, 0) = E0 := by norm_num [flatPlane]
  have e11 : flatPlane E0 E1 E2 (1, 1) = E2 := by norm_num [flatPlane]
  have e10 : flatPlane E0 E1 E2 (1, 0) = E1 := by norm_num [flatPlane]
  have e01 : flatPlane E0 E1 E2 (0, 1) = E1 := by norm_num [flatPlane]
  rw [e00, e11, e10, e01] at hsum
  unfold gap
  linarith

/-- At any point of the seam in the spin square, a functional that is differentiable there
and equals the flat plane on the square exists exactly when the gap is zero. -/
theorem exists_differentiable_iff (E0 E1 E2 : ℝ) {a : ℝ} (ha : a ∈ Icc (0 : ℝ) 1) :
    (∃ F : ℝ × ℝ → ℝ, DifferentiableAt ℝ F (a, 1 - a) ∧
      ∀ n ∈ spinSquare, F n = flatPlane E0 E1 E2 n) ↔ gap E0 E1 E2 = 0 := by
  constructor
  · rintro ⟨F, hF, hflat⟩
    exact gap_eq_zero ha hF hflat
  · intro hg
    refine ⟨fun n => E0 + (n.1 + n.2) * (E1 - E0), by fun_prop, fun n _ => ?_⟩
    rw [flatPlane_eq, hg, zero_mul, add_zero]

/-- With a nonzero gap, a functional differentiable at a seam point of the spin square does
not become the flat plane on the square by adding a Dudarev correction, whatever `U`. -/
theorem dudarev_not_flatPlane {E0 E1 E2 a : ℝ} (U : ℝ) {F : ℝ × ℝ → ℝ}
    (hgap : gap E0 E1 E2 ≠ 0) (ha : a ∈ Icc (0 : ℝ) 1)
    (hF : DifferentiableAt ℝ F (a, 1 - a)) :
    ¬ ∀ n ∈ spinSquare, F n + dudarev U n = flatPlane E0 E1 E2 n := by
  intro h
  have hD : DifferentiableAt ℝ (dudarev U) (a, 1 - a) := by
    unfold dudarev
    fun_prop
  exact hgap (gap_eq_zero (F := fun n => F n + dudarev U n) ha (hF.add hD) h)

/-- No function differentiable at `(1/2, 1/2)` equals `max(0, n↑ + n↓ - 1)` on the spin
square. -/
theorem no_smooth_kink {F : ℝ × ℝ → ℝ} (hF : DifferentiableAt ℝ F (1 / 2, 1 / 2)) :
    ¬ ∀ n ∈ spinSquare, F n = max 0 (n.1 + n.2 - 1) := by
  intro h
  have hF' : DifferentiableAt ℝ F ((1 / 2 : ℝ), (1 - 1 / 2 : ℝ)) := by
    rw [show (1 : ℝ) - 1 / 2 = 1 / 2 by norm_num]
    exact hF
  have hg : gap 0 0 1 = 0 := gap_eq_zero (by constructor <;> norm_num) hF' (fun n hn => by
    rw [flatPlane_eq, h n hn]
    simp [gap])
  norm_num [gap] at hg

/-- For every width `δ > 0` the rounded plane is differentiable everywhere and differs from
the flat plane by at most `|gap| δ / 2`. -/
theorem roundedPlane_close (E0 E1 E2 : ℝ) {δ : ℝ} (hδ : 0 < δ) :
    Differentiable ℝ (roundedPlane E0 E1 E2 δ) ∧
      ∀ n, |roundedPlane E0 E1 E2 δ n - flatPlane E0 E1 E2 n| ≤
        |gap E0 E1 E2| * (δ / 2) := by
  constructor
  · have hl : Differentiable ℝ (fun n : ℝ × ℝ => E0 + (n.1 + n.2) * (E1 - E0)) := by fun_prop
    have hx : Differentiable ℝ (fun n : ℝ × ℝ => n.1 + n.2 - 1) := by fun_prop
    have hq : Differentiable ℝ (fun n : ℝ × ℝ => (n.1 + n.2 - 1) ^ 2 + δ ^ 2) := by fun_prop
    have hs := hq.sqrt (fun n => (by positivity : (n.1 + n.2 - 1) ^ 2 + δ ^ 2 ≠ 0))
    exact hl.add (((hx.add hs).mul_const (2 : ℝ)⁻¹).const_mul (gap E0 E1 E2))
  · intro n
    rw [flatPlane_eq]
    unfold roundedPlane
    generalize n.1 + n.2 - 1 = x
    rw [add_sub_add_left_eq_sub, ← mul_sub, abs_mul]
    refine mul_le_mul_of_nonneg_left ?_ (abs_nonneg _)
    -- the root lies between |x| and |x| + δ
    have h1 : |x| ≤ √(x ^ 2 + δ ^ 2) := Real.abs_le_sqrt (by nlinarith [sq_nonneg δ])
    have h2 : √(x ^ 2 + δ ^ 2) ≤ |x| + δ := Real.sqrt_le_iff.mpr
      ⟨by positivity, by nlinarith [sq_abs x, mul_nonneg (abs_nonneg x) hδ.le]⟩
    rcases le_total 0 x with hx | hx
    · rw [abs_of_nonneg hx] at h1 h2
      rw [max_eq_right hx, abs_le]
      constructor <;> linarith
    · rw [abs_of_nonpos hx] at h1 h2
      rw [max_eq_left hx, abs_le]
      constructor <;> linarith

end

end FractionalSpinFlatPlane
```

```lean
#print axioms FractionalSpinFlatPlane.exists_differentiable_iff
#print axioms FractionalSpinFlatPlane.dudarev_not_flatPlane
#print axioms FractionalSpinFlatPlane.no_smooth_kink
#print axioms FractionalSpinFlatPlane.roundedPlane_close
```

```
'FractionalSpinFlatPlane.exists_differentiable_iff' depends on axioms: [propext, Classical.choice, Quot.sound]
'FractionalSpinFlatPlane.dudarev_not_flatPlane' depends on axioms: [propext, Classical.choice, Quot.sound]
'FractionalSpinFlatPlane.no_smooth_kink' depends on axioms: [propext, Classical.choice, Quot.sound]
'FractionalSpinFlatPlane.roundedPlane_close' depends on axioms: [propext, Classical.choice, Quot.sound]
```

## From the Lean statements to the site

A pair `n : ℝ × ℝ` holds the occupations, with `n.1` for spin up and `n.2` for spin down. `spinSquare` is the closed square, and `flatPlane`, `gap`, `dudarev` and `roundedPlane` are $f$, $\Delta$, the Dudarev correction and $f_\delta$. The energies are arbitrary real numbers, with no sign imposed on the gap.

The main theorem is `exists_differentiable_iff`. The hypothesis `a ∈ Icc (0 : ℝ) 1` places the seam point `(a, 1 - a)` in the square. `DifferentiableAt ℝ F (a, 1 - a)` asks for a full two-dimensional derivative at that single point and nothing elsewhere. The function `F` is defined on all of `ℝ × ℝ`, but its agreement with the flat plane is required only on `spinSquare`. At an endpoint of the seam, differentiability thus also involves values of `F` outside the physical square.

`dudarev_not_flatPlane` treats the sum `F n + dudarev U n` for a fixed real `U`, and `no_smooth_kink` is the case of the bare kink at $(1/2,1/2)$. `roundedPlane_close` states its error bound for every pair of reals, not only for those in the square.

## Lemmas behind the corner argument

`flatPlane_eq` separates the kink; `split_ifs` produces the two sides of the seam. `flatPlane_ray` computes the electron number along the ray in `hs` and pulls $t$ out of the maximum in `hm`.

`slope_along_ray` replaces the limit by a comparison of two derivatives of $t \mapsto F(p + td)$ at $t = 0$. The chain rule gives `fderiv ℝ F p d`, and the linear formula on $[0,1]$ gives the one-sided derivative `c`. A one-sided derivative on an interval is unique, so the two are equal.

`gap_eq_zero` combines these lemmas. Convexity of the square, `hconv`, keeps each segment inside it, `slope` gives the directional derivative towards any point of the square, and `hsum` is the diagonal identity after the derivative has been applied. Inserting the corner energies leaves a linear equation, which `linarith` solves. The converse in `exists_differentiable_iff` supplies the linear function explicitly.

In `roundedPlane_close`, `h1` and `h2` are the two bounds on the square root, and the final case split follows the sign of $x$.

## Reach of the theorems for a production functional

The theorems exclude exact agreement on the whole square for any functional differentiable at even one seam point, when the gap is nonzero. They do not exclude functionals with a kink along the seam, since the flat plane itself is one, nor smooth functionals with a small error.

The flat plane enters as a definition and is not derived from many-electron quantum mechanics. The model has one orbital and two numbers as occupations; a $d$ or $f$ shell with an occupation matrix is not treated. A self-consistent total energy under constrained occupations fits the statement only if it is a function of those two numbers and is differentiable at the chosen point. That differentiability has to be established for the method at hand, because it can fail where the self-consistent solution switches between states.
